# Rosina's theorem in finite dimension: a nondegenerate ground state is fixed up to a phase by the expectation values of matrices that span its Hamiltonian

## States, averages and ground states

States are vectors $x \in \mathbb{C}^n$ with finitely many components, and the inner product $\langle x, y\rangle = \sum_i \overline{x_i}\, y_i$ is conjugate-linear in its first argument. A unit state has $\langle x, x\rangle = 1$. The expectation value of a matrix $A$ in the state $x$ is $\langle x, A x\rangle$.

Let $H$ be a Hermitian matrix. A unit vector $\psi$ is its nondegenerate ground state, with energy $E$, if $H\psi = E\psi$, no eigenvalue of $H$ lies below $E$, and every solution of $Hx = Ex$ is a multiple of $\psi$.

Let $O_m$ be a family of matrices, Hermitian or not, whose complex span contains $H$. This condition says that $H$ is a linear combination of finitely many $O_m$, so that their averages fix the energy. The separate terms of $H$, such as kinetic and potential energy, need not lie in the span.

**Claim.** Let $\varphi_k$ be finitely many unit states with weights $w_k > 0$, $\sum_k w_k = 1$. If
$$\sum_k w_k \langle \varphi_k, O_m \varphi_k\rangle = \langle \psi, O_m \psi\rangle \quad\text{for all } m,$$
then every $\varphi_k$ equals $\psi$ times a phase. In particular, a single unit state $\varphi$ with the same expectation values as $\psi$ is $\psi$ times a phase.

For $N \ge 2$ electrons in a finite basis of orthonormal spin orbitals, let $a_p^\dagger$ and $a_p$ create and remove an electron in spin orbital $p$, and take the $O_m$ to be the matrices of $a_p^\dagger a_q^\dagger a_s a_r$ on the $N$-electron space. Their averages are the entries of the two-particle density matrix, and a Hamiltonian with one- and two-body terms lies in their span, since $a_p^\dagger a_r = \frac{1}{N-1}\sum_q a_p^\dagger a_q^\dagger a_q a_r$ on that space. This is the usual setting of Rosina's theorem: the two-particle density matrix of a nondegenerate ground state of such a Hamiltonian comes from no other $N$-electron state. The development below proves the general matrix statement and does not construct the fermionic operators. Nor does it tell which sets of averages come from a state, which is the problem of $N$-representability.

## From equal averages to equal states

**The energy agrees.** Write $H = \sum_m \alpha_m O_m$, a finite sum. Expectation values are linear in the matrix, so
$$\sum_k w_k \langle \varphi_k, H\varphi_k\rangle = \sum_m \alpha_m \langle\psi, O_m\psi\rangle = \langle \psi, H\psi\rangle = E.$$

**No unit state lies below $E$.** The matrix $H - E$ is Hermitian, so it has an orthonormal eigenbasis $v_j$ with real eigenvalues $\lambda_j$. Then $Hv_j = (E + \lambda_j)v_j$, and since $E$ is the lowest eigenvalue of $H$, $\lambda_j \ge 0$. For a unit state $x = \sum_j b_j v_j$,
$$\langle x, Hx\rangle - E = \langle x, (H-E)x\rangle = \sum_j \lambda_j |b_j|^2 \ge 0.$$

**Equality forces the ground state.** If the sum vanishes, each term does, so $\lambda_j b_j = 0$ for all $j$. Hence $(H-E)x = \sum_j \lambda_j b_j v_j = 0$, and nondegeneracy gives $x = c\psi$. Both vectors have norm one, so $|c| = 1$.

**Each member has energy $E$.** As the weights sum to one,
$$\sum_k w_k\bigl(\langle\varphi_k, H\varphi_k\rangle - E\bigr) = 0.$$
No term is negative and every $w_k$ is positive, so each bracket is zero. The previous step gives $\varphi_k = c_k\psi$ with $|c_k| = 1$.

**All other averages follow.** If $\varphi = c\psi$ with $|c| = 1$, then $\langle\varphi, A\varphi\rangle = |c|^2\langle\psi, A\psi\rangle = \langle\psi, A\psi\rangle$ for every matrix $A$.

**Excited states can fail.** Let $H = \mathrm{diag}(-16, 0, 9)$ be the only member of the family $O_m$. The middle eigenvector $(0,1,0)$ is nondegenerate with energy $0$, but the unit state $(\tfrac35, 0, \tfrac45)$ has energy $-16\cdot\tfrac{9}{25} + 9\cdot\tfrac{16}{25} = 0$ as well.

## The matrix theorem in Lean

The type `n` labels the basis states, `ι` the matrices $O_m$ and `κ` the members of a mixture. The family $O_m$ may be infinite.

```lean
import Mathlib

open Matrix
open scoped ComplexOrder

namespace RosinaTheorem

variable {n ι κ : Type*} [Fintype n]
```

The product `⬝ᵥ` does not conjugate, so `star x` supplies the conjugation in the inner product.

```lean
/-- The expectation value `⟨x, A x⟩` of the matrix `A` in the state `x`. -/
def expect (A : Matrix n n ℂ) (x : n → ℂ) : ℂ := star x ⬝ᵥ (A *ᵥ x)
```

The ground-state conditions form a structure with a real energy `E`. Its field `lowest` speaks only of eigenvalues; the bound on the energy of arbitrary states is proved later.

```lean
/-- `ψ` is a unit eigenvector of `H` with eigenvalue `E`, no real eigenvalue of `H` lies below `E`,
and every solution of `H x = E x` is a multiple of `ψ`. -/
structure IsNondegenerateGround (H : Matrix n n ℂ) (E : ℝ) (ψ : n → ℂ) : Prop where
  norm_one : star ψ ⬝ᵥ ψ = 1
  eigen : H *ᵥ ψ = (E : ℂ) • ψ
  lowest : ∀ (μ : ℝ) (x : n → ℂ), x ≠ 0 → H *ᵥ x = (μ : ℂ) • x → E ≤ μ
  nondegenerate : ∀ x : n → ℂ, H *ᵥ x = (E : ℂ) • x → ∃ c : ℂ, x = c • ψ
```

The first lemma carries equal averages from the $O_m$ to any matrix in their span. Induction over the span replaces the explicit expansion of $H$: the property holds for the generators and for zero, and survives sums and scalar multiples.

```lean
/-- If a weighted family of states reproduces the expectation values of all `O m` in `ψ`, it
reproduces that of every matrix in their complex span. -/
theorem average_eq_of_mem_span [Fintype κ] {O : ι → Matrix n n ℂ} {A : Matrix n n ℂ}
    {ψ : n → ℂ} {w : κ → ℝ} {φ : κ → n → ℂ}
    (hA : A ∈ Submodule.span ℂ (Set.range O))
    (h : ∀ m, ∑ k, (w k : ℂ) * expect (O m) (φ k) = expect (O m) ψ) :
    ∑ k, (w k : ℂ) * expect A (φ k) = expect A ψ := by
  -- the expectation value is linear in the observable
  have hadd : ∀ (B C : Matrix n n ℂ) (x : n → ℂ),
      expect (B + C) x = expect B x + expect C x := fun B C x => by
    simp only [expect, Matrix.add_mulVec, dotProduct_add]
  have hsmul : ∀ (c : ℂ) (B : Matrix n n ℂ) (x : n → ℂ),
      expect (c • B) x = c * expect B x := fun c B x => by
    simp only [expect, Matrix.smul_mulVec, dotProduct_smul, smul_eq_mul]
  induction hA using Submodule.span_induction with
  | mem x hx =>
    obtain ⟨m, rfl⟩ := hx
    exact h m
  | zero => simp [expect]
  | add x y _ _ hx hy => simp only [hadd, mul_add, Finset.sum_add_distrib, hx, hy]
  | smul c x _ hx =>
    simp only [hsmul]
    rw [← hx, Finset.mul_sum]
    refine Finset.sum_congr rfl fun k _ => ?_
    ring
```

Next comes the positivity of $H - E$. The proof takes an eigenvector from Mathlib's spectral theorem, turns it into an eigenvector of $H$ with eigenvalue $E + \lambda_j$, and applies `lowest`.

```lean
variable [DecidableEq n] {H : Matrix n n ℂ} {E : ℝ} {ψ : n → ℂ}

/-- For a Hermitian `H` with nondegenerate ground state energy `E`, the matrix `H - E` is
positive semidefinite. -/
theorem shifted_posSemidef (hH : H.IsHermitian) (hg : IsNondegenerateGround H E ψ) :
    (H - (E : ℂ) • (1 : Matrix n n ℂ)).PosSemidef := by
  have hS : (H - (E : ℂ) • (1 : Matrix n n ℂ)).IsHermitian := by
    unfold Matrix.IsHermitian
    rw [conjTranspose_sub, hH.eq, conjTranspose_smul, conjTranspose_one, Complex.star_def,
      Complex.conj_ofReal]
  rw [hS.posSemidef_iff_eigenvalues_nonneg]
  intro j
  change 0 ≤ hS.eigenvalues j
  -- an eigenvector of `H - E` is an eigenvector of `H` with the eigenvalue raised by `E`
  have hv := hS.mulVec_eigenvectorBasis j
  have hne : (hS.eigenvectorBasis j).ofLp ≠ 0 := fun h0 =>
    hS.eigenvectorBasis.orthonormal.ne_zero j (WithLp.ofLp_injective 2 h0)
  rw [Matrix.sub_mulVec, Matrix.smul_mulVec, Matrix.one_mulVec] at hv
  have h2 := sub_eq_iff_eq_add.mp hv
  have h3 := hg.lowest (E + hS.eigenvalues j) _ hne (by
    rw [h2]
    ext i
    simp only [Pi.add_apply, Pi.smul_apply, Complex.real_smul, smul_eq_mul, Complex.ofReal_add]
    ring)
  linarith
```

For a unit state, the shift by $E$ changes the expectation value by exactly $E$.

```lean
/-- In a unit state, subtracting `E` from the Hamiltonian lowers the expectation value by `E`. -/
theorem expect_shift {x : n → ℂ} (hx : star x ⬝ᵥ x = 1) :
    expect (H - (E : ℂ) • (1 : Matrix n n ℂ)) x = expect H x - E := by
  simp only [expect, Matrix.sub_mulVec, Matrix.smul_mulVec, Matrix.one_mulVec, dotProduct_sub,
    dotProduct_smul, hx, smul_eq_mul, mul_one]
```

Together these give the variational principle. Since `expect` is complex-valued, the energy appears as its real part; for Hermitian $H$ the imaginary part is zero.

```lean
/-- Variational principle: for a Hermitian `H` with nondegenerate ground state energy `E`, no unit
state has an energy below `E`. -/
theorem ground_energy_le (hH : H.IsHermitian) (hg : IsNondegenerateGround H E ψ)
    {x : n → ℂ} (hx : star x ⬝ᵥ x = 1) : E ≤ (expect H x).re := by
  have h0 : 0 ≤ expect (H - (E : ℂ) • (1 : Matrix n n ℂ)) x :=
    (shifted_posSemidef hH hg).dotProduct_mulVec_nonneg x
  rw [expect_shift hx] at h0
  have h1 := (Complex.le_def.mp h0).1
  simp only [Complex.zero_re, Complex.sub_re, Complex.ofReal_re] at h1
  linarith
```

In the case of equality, `dotProduct_mulVec_zero_iff` replaces the sum over $\lambda_j|b_j|^2$: a positive semidefinite form vanishes only on the kernel of its matrix. The field `nondegenerate` then provides $c$, and the two normalisations give `‖c‖ = 1`.

```lean
/-- Equality in the variational principle: for a Hermitian `H` with nondegenerate ground state `ψ`
of energy `E`, a unit state of energy `E` is `ψ` times a phase. -/
theorem eq_phase_of_energy_eq (hH : H.IsHermitian) (hg : IsNondegenerateGround H E ψ)
    {x : n → ℂ} (hx : star x ⬝ᵥ x = 1) (hE : (expect H x).re = E) :
    ∃ c : ℂ, ‖c‖ = 1 ∧ x = c • ψ := by
  have hP := shifted_posSemidef hH hg
  have hz : star x ⬝ᵥ ((H - (E : ℂ) • (1 : Matrix n n ℂ)) *ᵥ x) = 0 := by
    apply Complex.ext
    · change (expect (H - (E : ℂ) • (1 : Matrix n n ℂ)) x).re = 0
      rw [expect_shift hx, Complex.sub_re, Complex.ofReal_re, hE, sub_self]
    · exact (Complex.le_def.mp (hP.dotProduct_mulVec_nonneg x)).2.symm
  -- a positive semidefinite form vanishes only on the kernel
  have hk := (hP.dotProduct_mulVec_zero_iff x).mp hz
  rw [Matrix.sub_mulVec, Matrix.smul_mulVec, Matrix.one_mulVec, sub_eq_zero] at hk
  obtain ⟨c, hc⟩ := hg.nondegenerate x hk
  refine ⟨c, ?_, hc⟩
  rw [hc, star_smul, smul_dotProduct, dotProduct_smul, hg.norm_one] at hx
  simp only [smul_eq_mul, mul_one, Complex.star_def] at hx
  have h1 := congrArg norm hx
  rw [norm_mul, RCLike.norm_conj, norm_one] at h1
  nlinarith [norm_nonneg c]
```

The ensemble theorem takes the matrices, weights and states as in the claim, and concludes for each `k` that `φ k` is a phase times `ψ`. In the proof, `hre` says that the mixture has average energy $E$, `hsum` that the weighted excess energies add up to zero, and `hz` that the one for the given `k` vanishes.

```lean
/-- Rosina's theorem for ensembles: let the Hermitian `H` lie in the complex span of the `O m` and
have the nondegenerate ground state `ψ`. If a mixture of unit states with positive weights of sum
one has the same averages of all `O m` as `ψ`, each of its members is `ψ` times a phase. -/
theorem rosina_ensemble [Fintype κ] {O : ι → Matrix n n ℂ} (hH : H.IsHermitian)
    (hspan : H ∈ Submodule.span ℂ (Set.range O)) (hg : IsNondegenerateGround H E ψ)
    {w : κ → ℝ} {φ : κ → n → ℂ} (hw : ∀ k, 0 < w k) (hw1 : ∑ k, w k = 1)
    (hφ : ∀ k, star (φ k) ⬝ᵥ φ k = 1)
    (h : ∀ m, ∑ k, (w k : ℂ) * expect (O m) (φ k) = expect (O m) ψ) (k : κ) :
    ∃ c : ℂ, ‖c‖ = 1 ∧ φ k = c • ψ := by
  -- the mixture has the ground state energy
  have hψ : expect H ψ = E := by
    simp only [expect, hg.eigen, dotProduct_smul, hg.norm_one, smul_eq_mul, mul_one]
  have hre : ∑ k, w k * (expect H (φ k)).re = E := by
    have h1 := congrArg Complex.re ((average_eq_of_mem_span hspan h).trans hψ)
    simpa only [Complex.re_sum, Complex.re_ofReal_mul, Complex.ofReal_re] using h1
  have hsum : ∑ k, w k * ((expect H (φ k)).re - E) = 0 := by
    simp only [mul_sub, Finset.sum_sub_distrib, ← Finset.sum_mul, hre, hw1]
    ring
  -- a sum of nonnegative excess energies vanishes term by term
  have hz := (Finset.sum_eq_zero_iff_of_nonneg (fun k _ => mul_nonneg (hw k).le
    (sub_nonneg.mpr (ground_energy_le hH hg (hφ k))))).mp hsum k (Finset.mem_univ k)
  rcases mul_eq_zero.mp hz with h0 | h0
  · exact absurd h0 (hw k).ne'
  · exact eq_phase_of_energy_eq hH hg (hφ k) (sub_eq_zero.mp h0)
```

The pure-state theorem is the mixture with one member of weight one. The Hamiltonian enters only through its existence: `φ` is compared with `ψ` by the averages of the `O m` alone.

```lean
/-- Rosina's theorem: let the Hermitian `H` lie in the complex span of the `O m` and have the
nondegenerate ground state `ψ`. A unit state with the same expectation values of all `O m` as `ψ`
is `ψ` times a phase. -/
theorem rosina {O : ι → Matrix n n ℂ} (hH : H.IsHermitian)
    (hspan : H ∈ Submodule.span ℂ (Set.range O)) (hg : IsNondegenerateGround H E ψ)
    {φ : n → ℂ} (hφ : star φ ⬝ᵥ φ = 1) (h : ∀ m, expect (O m) φ = expect (O m) ψ) :
    ∃ c : ℂ, ‖c‖ = 1 ∧ φ = c • ψ :=
  rosina_ensemble (κ := Unit) (w := fun _ => 1) (φ := fun _ => φ) hH hspan hg
    (fun _ => one_pos) (by simp) (fun _ => hφ) (fun m => by simp [h m]) ()
```

The phase then cancels from every expectation value, including those of matrices outside the span.

```lean
/-- Under the hypotheses of Rosina's theorem, the unit state `φ` and the ground state `ψ` have the
same expectation value of every matrix `A`, in the span of the `O m` or not. -/
theorem all_expectations_determined {O : ι → Matrix n n ℂ} (hH : H.IsHermitian)
    (hspan : H ∈ Submodule.span ℂ (Set.range O)) (hg : IsNondegenerateGround H E ψ)
    {φ : n → ℂ} (hφ : star φ ⬝ᵥ φ = 1) (h : ∀ m, expect (O m) φ = expect (O m) ψ)
    (A : Matrix n n ℂ) : expect A φ = expect A ψ := by
  obtain ⟨c, hn, hc⟩ := rosina hH hspan hg hφ h
  have hcc : star c * c = 1 := by
    rw [Complex.star_def, ← Complex.normSq_eq_conj_mul_self, Complex.normSq_eq_norm_sq, hn]
    simp
  rw [hc]
  simp only [expect, Matrix.mulVec_smul, star_smul, smul_dotProduct, dotProduct_smul, smul_eq_mul]
  linear_combination (star ψ ⬝ᵥ (A *ᵥ ψ)) * hcc
```

The counterexample for excited states uses the three-level Hamiltonian from above.

```lean
/-- The Hamiltonian of a three-level system with energies -16, 0 and 9. -/
def threeLevel : Matrix (Fin 3) (Fin 3) ℂ := Matrix.diagonal ![-16, 0, 9]
```

The five parts of the statement say that $(0,1,0)$ has eigenvalue zero, that this level is nondegenerate, that the comparison state is normalised, that the two energies agree, and that the states are not proportional. The proof checks them component by component.

```lean
/-- The middle level of the three-level system is nondegenerate, yet the unit state
`(3/5, 0, 4/5)` has the same energy expectation value and is no multiple of it. -/
theorem excited_state_not_determined :
    threeLevel *ᵥ ![0, 1, 0] = 0 ∧
    (∀ x, threeLevel *ᵥ x = 0 → ∃ c : ℂ, x = c • ![0, 1, 0]) ∧
    star ![(3 / 5 : ℂ), 0, 4 / 5] ⬝ᵥ ![(3 / 5 : ℂ), 0, 4 / 5] = 1 ∧
    expect threeLevel ![3 / 5, 0, 4 / 5] = expect threeLevel ![0, 1, 0] ∧
    ¬ ∃ c : ℂ, ![(3 / 5 : ℂ), 0, 4 / 5] = c • ![0, 1, 0] := by
  -- the comparison state has real amplitudes
  have h3 : star (3 / 5 : ℂ) = 3 / 5 := by
    rw [show (3 / 5 : ℂ) = ((3 / 5 : ℝ) : ℂ) by norm_num]
    exact Complex.conj_ofReal _
  have h4 : star (4 / 5 : ℂ) = 4 / 5 := by
    rw [show (4 / 5 : ℂ) = ((4 / 5 : ℝ) : ℂ) by norm_num]
    exact Complex.conj_ofReal _
  have hs : star (![3 / 5, 0, 4 / 5] : Fin 3 → ℂ) = ![3 / 5, 0, 4 / 5] := by
    funext i
    fin_cases i
    · exact h3
    · exact star_zero ℂ
    · exact h4
  refine ⟨?_, ?_, ?_, ?_, ?_⟩
  · ext i
    fin_cases i <;> simp [threeLevel, Matrix.mulVec_diagonal]
  · intro x hx
    have h0 := congrFun hx 0
    have h2 := congrFun hx 2
    simp [threeLevel, Matrix.mulVec_diagonal] at h0 h2
    refine ⟨x 1, ?_⟩
    ext i
    fin_cases i <;> simp [h0, h2]
  · refine (congrArg (fun s : Fin 3 → ℂ => s ⬝ᵥ ![3 / 5, 0, 4 / 5]) hs).trans ?_
    norm_num [dotProduct, Fin.sum_univ_succ]
  · refine (congrArg (fun s : Fin 3 → ℂ =>
      s ⬝ᵥ (threeLevel *ᵥ ![3 / 5, 0, 4 / 5])) hs).trans ?_
    norm_num [expect, threeLevel, Matrix.mulVec_diagonal, dotProduct, Fin.sum_univ_succ]
  · rintro ⟨c, hc⟩
    have h0 := congrFun hc 0
    norm_num at h0

end RosinaTheorem
```

```lean
#print axioms RosinaTheorem.rosina
-- 'RosinaTheorem.rosina' depends on axioms: [propext, Classical.choice, Quot.sound]
#print axioms RosinaTheorem.all_expectations_determined
-- 'RosinaTheorem.all_expectations_determined' depends on axioms: [propext, Classical.choice, Quot.sound]
#print axioms RosinaTheorem.excited_state_not_determined
-- 'RosinaTheorem.excited_state_not_determined' depends on axioms: [propext, Classical.choice, Quot.sound]
```
